# Exact line search for the LNV functional: the local minimum of a cubic in closed form

For a fixed Hamiltonian and chemical potential, the Li–Nunes–Vanderbilt (LNV) functional changes along a search line $P+tD$ by a cubic $bt+ct^2+dt^3$ in the real step length $t$. Put $s=\sqrt{c^2-3bd}$. If $c^2>3bd$ and $c+s\neq 0$, the functional has exactly one local minimum on the line, at

$$t_*=-\frac{b}{c+s}.$$

If also $b\neq 0$ and $c+s>0$, the step to $t_*$ strictly lowers the functional.

## Minimising over density matrices

For non-interacting electrons with Hamiltonian $H$ and chemical potential $\mu$, the LNV approach varies a trial density matrix $P$ and evaluates the energy with the purified matrix $3P^2-2P^3$:

$$\Omega(P)=\mathrm{Re}\,\mathrm{tr}\big[(3P^2-2P^3)(H-\mu 1)\big].$$

A descent method picks a direction $D$ and must then decide how far to go. For a fixed Hamiltonian in a finite orthonormal basis, three traces determine how $\Omega$ changes along the line, so the step length can be computed without trial steps.

The three traces come from multiplying out the purification polynomial, keeping the order of the matrices:

$$(P+tD)^2=P^2+t(PD+DP)+t^2D^2,$$

$$(P+tD)^3=P^3+t(P^2D+PDP+DP^2)+t^2(PD^2+DPD+D^2P)+t^3D^3.$$

The purified matrix at $P+tD$ is therefore $3P^2-2P^3+tA_1+t^2A_2+t^3A_3$, with

$$A_1=3(PD+DP)-2(P^2D+PDP+DP^2),$$

$$A_2=3D^2-2(PD^2+DPD+D^2P),\qquad A_3=-2D^3.$$

Taking the real part of the trace against $H-\mu 1$ gives $\Omega(P+tD)=\Omega(P)+bt+ct^2+dt^3$, where $b$, $c$, $d$ are the values for $A_1$, $A_2$, $A_3$.

For Hermitian $H$ and $P$, taking the real part discards nothing. With $X=3P^2-2P^3$ and $K=H-\mu 1$, both Hermitian, $\overline{\mathrm{tr}(XK)}=\mathrm{tr}(KX)=\mathrm{tr}(XK)$.

## The theorem in Lean's terms

The matrices have type `Matrix n n ℂ` with `n` a finite index type. The definition `grand H μ X` is $\mathrm{Re}\,\mathrm{tr}[X(H-\mu1)]$, and `lnv H μ P` is $\Omega(P)$. The matrices $A_1,A_2,A_3$ are `purify₁ P D`, `purify₂ P D` and `purify₃ D`. The cubic is `cubic b c d`, the root $s$ is `discRoot b c d`, and $t_*$ is `step b c d`.

The main theorem, `lnv_exact_line_search`, says: let $b,c,d$ be the line coefficients, with $c^2>3bd$ and $c+s\neq0$. Then, for every real $t$, the function $r\mapsto\Omega(P+rD)$ has a local minimum at $t$ if and only if $t=t_*$. Here `IsLocalMin` is the non-strict notion: the value at $t$ is at most the value at every nearby point.

The condition $c^2>3bd$ rules out a profile with no stationary point or only a flat inflection. It is a property of the chosen line, to be checked once the three traces are known; it is assumed and not derived from $H$, $P$ and $D$. The case $d=0$ is allowed. The hypotheses then force $c>0$, and $t_*=-b/(2c)$ is the vertex of a parabola.

Hermiticity is needed only in `lnv_trace_real`; the line-search theorems hold for arbitrary complex matrices. There is no overlap matrix and no spin factor, $\mu$ is fixed, and $H$ does not depend on $P$. The minimum is local: when $d\neq0$ the cubic is unbounded below. Whether repeated line searches converge, or lead to an idempotent $P$, is a separate question.

## Finding the step and its curvature

Write $f(t)=bt+ct^2+dt^3$. At a stationary point, $b+2ct+3dt^2=0$, and half the second derivative is $c+3dt$. Its square is

$$(c+3dt)^2=c^2+3d(2ct+3dt^2)=c^2-3bd=s^2,$$

so it equals $s$ or $-s$. A minimum calls for $+s$. Inserting $c+3dt=s$ into the stationarity condition gives $b+t(c+s)=0$, which is the formula for $t_*$.

Conversely, the formula delivers both properties. From $t_*(c+s)=-b$ we get

$$3dt_*(c+s)=-3bd=s^2-c^2=(s-c)(s+c),$$

and cancelling $c+s\neq0$ leaves $c+3dt_*=s$. Then $b+2ct_*+3dt_*^2=b+t_*(c+s)=0$.

## Why there is one local minimum

For a displacement $u$ from the step,

$$f(t_*+u)-f(t_*)=u(b+2ct_*+3dt_*^2)+u^2(c+3dt_*)+du^3=u^2(s+du).$$

Since $s>0$, the right-hand side is nonnegative for small $u$, so $t_*$ is a local minimum.

Now suppose that $t\neq t_*$ is also a local minimum. Its slope vanishes. Put $v=t-t_*$ and subtract the two stationarity conditions:

$$0=v\big(2(c+3dt_*)+3dv\big)=v(2s+3dv).$$

Hence $3dv=-2s$, and $c+3dt=s+3dv=-s$. Expanding about $t$ gives

$$f(x)=f(t)-(x-t)^2\big(s-d(x-t)\big),$$

which is below $f(t)$ for every $x\neq t$ close enough to $t$. This contradicts the assumption.

## When the step goes downhill

Setting $u=-t_*$ compares the step with the starting point, where $f(0)=0$:

$$f(0)-f(t_*)=t_*^2(s-dt_*)=t_*^2\,\frac{2s+c}{3}.$$

The last form uses $3dt_*=s-c$. If $b\neq0$, then $t_*\neq0$; if $c+s>0$, then $2s+c>0$. The functional therefore decreases strictly. The sign condition has a direct meaning: the initial slope times the step is $bt_*=-b^2/(c+s)$, so $c+s>0$ says that the step sets out downhill.

## A line with $c+s=0$

Take a single empty level below the chemical potential: $1\times1$ matrices with $P=0$, $D=3/2$ and $H-\mu=-4/27$. The line coefficients are $b=0$, $c=-1$, $d=1$. Then $c^2>3bd$ holds and $s=1$, but $c+s=0$. The cubic $t^3-t^2$ has its local minimum at $t=2/3$, while the formula reads $0/0$. Lean evaluates this quotient as $0$, which is a local maximum, so the equivalence fails without the hypothesis $c+s\neq0$. The search has started on top of a hill, where the slope $b$ carries no information about which way to go.

## The complete Lean file

```lean
import Mathlib

open Filter Topology Matrix

namespace LNVLineSearch

noncomputable section

/-- The polynomial `bt + ct² + dt³` in `t`, with real coefficients and no constant term. -/
def cubic (b c d t : ℝ) : ℝ := b * t + c * t ^ 2 + d * t ^ 3

/-- The root `s = √(c² - 3bd)`, meant for `3bd ≤ c²`. -/
def discRoot (b c d : ℝ) : ℝ := √(c ^ 2 - 3 * b * d)

/-- The step length `-b / (c + s)`, meant for `c + s ≠ 0`. -/
def step (b c d : ℝ) : ℝ := -b / (c + discRoot b c d)

/-- If `3bd ≤ c²` and `c + s ≠ 0`, the slope of the cubic vanishes at the step, and half its
second derivative there is `s`. -/
theorem step_stationary {b c d : ℝ} (h : 3 * b * d ≤ c ^ 2) (h0 : c + discRoot b c d ≠ 0) :
    b + 2 * c * step b c d + 3 * d * step b c d ^ 2 = 0 ∧
      c + 3 * d * step b c d = discRoot b c d := by
  have hs : discRoot b c d ^ 2 = c ^ 2 - 3 * b * d := Real.sq_sqrt (by linarith)
  have ht : step b c d * (c + discRoot b c d) = -b := div_mul_cancel₀ _ h0
  have h2 : c + 3 * d * step b c d = discRoot b c d := by
    apply mul_right_cancel₀ h0
    linear_combination 3 * d * ht - hs
  exact ⟨by linear_combination ht + step b c d * h2, h2⟩

/-- If `3bd ≤ c²` and `c + s ≠ 0`, a displacement `u` from the step changes the cubic by
exactly `u² (s + d u)`. -/
theorem cubic_around_step {b c d : ℝ} (h : 3 * b * d ≤ c ^ 2)
    (h0 : c + discRoot b c d ≠ 0) (u : ℝ) :
    cubic b c d (step b c d + u) =
      cubic b c d (step b c d) + u ^ 2 * (discRoot b c d + d * u) := by
  obtain ⟨h1, h2⟩ := step_stationary h h0
  unfold cubic
  linear_combination u * h1 + u ^ 2 * h2

/-- The slope of the cubic at `t` is `b + 2ct + 3dt²`. -/
theorem hasDerivAt_cubic (b c d t : ℝ) :
    HasDerivAt (cubic b c d) (b + 2 * c * t + 3 * d * t ^ 2) t := by
  have key := (((hasDerivAt_id' t).const_mul b).fun_add
    ((hasDerivAt_pow 2 t).const_mul c)).fun_add ((hasDerivAt_pow 3 t).const_mul d)
  exact key.congr_deriv (by norm_num; ring)

/-- Exact line search: if `c² > 3bd` and `c + s ≠ 0`, the cubic has a local minimum at
`-b / (c + s)` and at no other point. -/
theorem isLocalMin_cubic_iff {b c d : ℝ} (h : 3 * b * d < c ^ 2)
    (h0 : c + discRoot b c d ≠ 0) (t : ℝ) :
    IsLocalMin (cubic b c d) t ↔ t = step b c d := by
  have hs : 0 < discRoot b c d := Real.sqrt_pos.2 (by linarith)
  obtain ⟨h1, h2⟩ := step_stationary h.le h0
  constructor
  · intro hm
    by_contra hne
    have hd := hm.hasDerivAt_eq_zero (hasDerivAt_cubic b c d t)
    -- the other stationary point has the opposite curvature
    have hu : 2 * discRoot b c d + 3 * d * (t - step b c d) = 0 := by
      apply mul_left_cancel₀ (sub_ne_zero.2 hne)
      linear_combination hd - h1 - 2 * (t - step b c d) * h2
    have hc : Continuous (fun x : ℝ => d * (x - t)) := by fun_prop
    have hev : ∀ᶠ x in 𝓝 t, d * (x - t) < discRoot b c d :=
      (isOpen_lt hc continuous_const).mem_nhds (by simpa using hs)
    have hm' : ∀ᶠ x in 𝓝 t, cubic b c d t ≤ cubic b c d x := hm
    have hboth : ∀ᶠ x in 𝓝[≠] t,
        cubic b c d t ≤ cubic b c d x ∧ d * (x - t) < discRoot b c d :=
      (hm'.and hev).filter_mono nhdsWithin_le_nhds
    have hpt : ∀ᶠ x in 𝓝[≠] t, x ≠ t := self_mem_nhdsWithin
    obtain ⟨x, ⟨hx1, hx2⟩, hx3⟩ := (hboth.and hpt).exists
    have e : cubic b c d x =
        cubic b c d t - (x - t) ^ 2 * (discRoot b c d - d * (x - t)) := by
      unfold cubic
      linear_combination (x - t) * hd + (x - t) ^ 2 * (h2 + hu)
    have hp : 0 < (x - t) ^ 2 * (discRoot b c d - d * (x - t)) :=
      mul_pos ((sq_nonneg _).lt_of_ne' (pow_ne_zero 2 (sub_ne_zero.2 hx3))) (by linarith)
    linarith
  · rintro rfl
    have hc : Continuous (fun x : ℝ => discRoot b c d + d * (x - step b c d)) := by fun_prop
    have hev : ∀ᶠ x in 𝓝 (step b c d), 0 < discRoot b c d + d * (x - step b c d) :=
      (isOpen_lt continuous_const hc).mem_nhds (by simpa using hs)
    show ∀ᶠ x in 𝓝 (step b c d), cubic b c d (step b c d) ≤ cubic b c d x
    filter_upwards [hev] with x hx
    have e := cubic_around_step h.le h0 (x - step b c d)
    rw [add_sub_cancel] at e
    have hp := mul_nonneg (sq_nonneg (x - step b c d)) hx.le
    linarith

variable {n : Type*} [Fintype n] [DecidableEq n]

/-- The purification polynomial `3P² - 2P³`. -/
def purify (P : Matrix n n ℂ) : Matrix n n ℂ := (3 : ℝ) • (P * P) - (2 : ℝ) • (P * P * P)

/-- The part of the purified matrix `purify (P + D)` that is linear in `D`. -/
def purify₁ (P D : Matrix n n ℂ) : Matrix n n ℂ :=
  (3 : ℝ) • (P * D + D * P) - (2 : ℝ) • (P * P * D + P * D * P + D * P * P)

/-- The part of the purified matrix `purify (P + D)` that is quadratic in `D`. -/
def purify₂ (P D : Matrix n n ℂ) : Matrix n n ℂ :=
  (3 : ℝ) • (D * D) - (2 : ℝ) • (P * D * D + D * P * D + D * D * P)

/-- The part of the purified matrix `purify (P + D)` that is cubic in `D`. -/
def purify₃ (D : Matrix n n ℂ) : Matrix n n ℂ := (-2 : ℝ) • (D * D * D)

/-- The real part of `tr[X (H - μ1)]`, for Hamiltonian `H` and chemical potential `μ`. -/
def grand (H : Matrix n n ℂ) (μ : ℝ) (X : Matrix n n ℂ) : ℝ :=
  (trace (X * (H - μ • (1 : Matrix n n ℂ)))).re

/-- The LNV functional: `grand` evaluated at the purified matrix `3P² - 2P³`. -/
def lnv (H : Matrix n n ℂ) (μ : ℝ) (P : Matrix n n ℂ) : ℝ := grand H μ (purify P)

/-- For Hermitian `H` and `P` the trace in the LNV functional is real. -/
theorem lnv_trace_real {H P : Matrix n n ℂ} (hH : H.IsHermitian) (hP : P.IsHermitian)
    (μ : ℝ) : (trace (purify P * (H - μ • (1 : Matrix n n ℂ)))).im = 0 := by
  have hX : (purify P)ᴴ = purify P := by
    simp [purify, conjTranspose_sub, conjTranspose_smul, conjTranspose_mul, hP.eq,
      Matrix.mul_assoc]
  have hK : (H - μ • (1 : Matrix n n ℂ))ᴴ = H - μ • (1 : Matrix n n ℂ) := by
    simp [conjTranspose_sub, conjTranspose_smul, hH.eq]
  apply Complex.conj_eq_iff_im.1
  change star (trace (purify P * (H - μ • (1 : Matrix n n ℂ)))) = _
  rw [← trace_conjTranspose, conjTranspose_mul, hX, hK, trace_mul_comm]

/-- Along the line `P + tD` the LNV functional changes by a cubic in `t`, whose coefficients
are `grand` of the first-, second- and third-order parts of the purified matrix. -/
theorem lnv_line (H P D : Matrix n n ℂ) (μ t : ℝ) :
    lnv H μ (P + t • D) = lnv H μ P +
      cubic (grand H μ (purify₁ P D)) (grand H μ (purify₂ P D)) (grand H μ (purify₃ D)) t := by
  -- expand the purified matrix in powers of the step length
  have e : purify (P + t • D) =
      purify P + t • purify₁ P D + t ^ 2 • purify₂ P D + t ^ 3 • purify₃ D := by
    simp only [purify, purify₁, purify₂, purify₃, Matrix.add_mul, Matrix.mul_add,
      Matrix.smul_mul, Matrix.mul_smul, Matrix.mul_assoc]
    module
  simp only [lnv, e, grand, cubic, Matrix.add_mul, Matrix.smul_mul, trace_add, trace_smul,
    Complex.add_re, Complex.smul_re, smul_eq_mul]
  ring

/-- Exact line search for the LNV functional: with `b, c, d` its line coefficients,
`c² > 3bd` and `c + s ≠ 0`, its only local minimum along `P + tD` is at `t = -b / (c + s)`. -/
theorem lnv_exact_line_search (H P D : Matrix n n ℂ) (μ : ℝ) {b c d : ℝ}
    (hb : b = grand H μ (purify₁ P D)) (hc : c = grand H μ (purify₂ P D))
    (hd : d = grand H μ (purify₃ D)) (h : 3 * b * d < c ^ 2)
    (h0 : c + discRoot b c d ≠ 0) (t : ℝ) :
    IsLocalMin (fun r : ℝ => lnv H μ (P + r • D)) t ↔ t = step b c d := by
  rw [← isLocalMin_cubic_iff h h0]
  simp only [IsLocalMin, IsMinFilter, lnv_line, ← hb, ← hc, ← hd, add_le_add_iff_left]

/-- With `b, c, d` the line coefficients, `c² > 3bd`, `b ≠ 0` and `c + s > 0`, the step
strictly lowers the LNV functional. -/
theorem lnv_step_lt (H P D : Matrix n n ℂ) (μ : ℝ) {b c d : ℝ}
    (hb : b = grand H μ (purify₁ P D)) (hc : c = grand H μ (purify₂ P D))
    (hd : d = grand H μ (purify₃ D)) (h : 3 * b * d < c ^ 2) (hb0 : b ≠ 0)
    (h0 : 0 < c + discRoot b c d) :
    lnv H μ (P + step b c d • D) < lnv H μ P := by
  have hs : 0 < discRoot b c d := Real.sqrt_pos.2 (by linarith)
  have h2 := (step_stationary h.le h0.ne').2
  have ht : step b c d ≠ 0 := div_ne_zero (neg_ne_zero.2 hb0) h0.ne'
  -- compare the step with the starting point, a displacement by minus the step
  have e := cubic_around_step h.le h0.ne' (-step b c d)
  have z : cubic b c d 0 = 0 := by simp [cubic]
  rw [add_neg_cancel, z, neg_sq] at e
  have hp : 0 < step b c d ^ 2 * (discRoot b c d + d * -step b c d) :=
    mul_pos (by positivity) (by linarith)
  rw [lnv_line, ← hb, ← hc, ← hd]
  linarith

end

end LNVLineSearch
```

```lean
#print axioms LNVLineSearch.lnv_trace_real
#print axioms LNVLineSearch.lnv_exact_line_search
#print axioms LNVLineSearch.lnv_step_lt
```

```
'LNVLineSearch.lnv_trace_real' depends on axioms: [propext, Classical.choice, Quot.sound]
'LNVLineSearch.lnv_exact_line_search' depends on axioms: [propext, Classical.choice, Quot.sound]
'LNVLineSearch.lnv_step_lt' depends on axioms: [propext, Classical.choice, Quot.sound]
```

## From the algebra to the local minimum

`step_stationary` contains the two identities for $t_*$. Its inputs are the square of the root, `hs`, and the defining equation of the step, `ht`; `mul_right_cancel₀` performs the cancellation of $c+s$. `cubic_around_step` is the expansion in $u$. Both assume $c+s\neq0$, but of the inequality they need only the weak form $3bd\le c^2$; strict positivity of $s$ comes in when a minimum is to be identified.

In `isLocalMin_cubic_iff`, the direction from the step to the minimum uses continuity: $s+d(x-t_*)$ is positive at $x=t_*$, hence positive nearby, and the exact expansion does the rest.

The other direction starts with `hm.hasDerivAt_eq_zero`, which turns a local minimum into a vanishing slope, with the derivative supplied by `hasDerivAt_cubic`. The statement `hu` is $2s+3dv=0$. The proof then needs an actual point $x\neq t$ that is close enough for two conditions: $f(t)\le f(x)$, from the assumed minimum, and $d(x-t)<s$, from continuity. Both hold throughout a neighbourhood of $t$, so they hold on the punctured neighbourhood `𝓝[≠] t`, and `.exists` extracts a point. The expansion `e` about $t$ shows that $f(x)<f(t)$ there, a contradiction.

For the matrices, `lnv_line` distributes all products and lets `module` collect the powers of $t$; linearity of the trace then yields the cubic. In `lnv_exact_line_search` the constant $\Omega(P)$ cancels from both sides of the inequality that defines a local minimum, which leaves the scalar theorem. `lnv_step_lt` applies `cubic_around_step` with displacement $-t_*$, as in the derivation above.

## How `linear_combination` carries the identities

The scalar argument turns on the tactic `linear_combination`. Given known equations and a coefficient for each, it forms the weighted sum and checks that the goal differs from it only by ring algebra. The coefficients must be supplied, and they are the ones found by hand.

In `cubic_around_step`, `h1` is the stationarity condition and `h2` is $c+3dt_*=s$. The call `linear_combination u * h1 + u ^ 2 * h2` says that the first-order term vanishes by `h1` and that the second-order coefficient becomes $s$ by `h2`. The cubic terms agree already.

The uniqueness argument follows the same pattern. There `hd` is the vanishing slope at $t$, and `hd - h1 - 2 * (t - step b c d) * h2` subtracts the two stationarity conditions and replaces $c+3dt_*$ by $s$, leaving $v(2s+3dv)=0$. In these calls the square root is just another variable. Its defining property $s^2=c^2-3bd$ enters the algebra only once, in `step_stationary`.
